# Gaussian bounds on the modulus of the Kerr coherence factor for phases from −π to π

The Kerr coherence factor here is the average of exp(−inθ) over a Poisson distribution of photon numbers n with mean N. `gaussian_collapse` states that for real N ≥ 0 and |θ| ≤ π its modulus lies between exp(−Nθ²/2) and exp(−2Nθ²/π²). The weights are normalised, so the factor is 1 at θ = 0; θ is simply a given phase, and no Hamiltonian or time evolution enters the statement. The attempt rewrites the modulus as exp(−N(1 − cos θ)), then seeks a quadratic bound on the cosine from each side and carries both through the exponential, which is increasing.

In Lean, a first try:

```lean
import Mathlib

open ComplexConjugate

namespace KerrRevival

noncomputable section

/-- The Kerr coherence factor `exp(-N) ∑ Nⁿ exp(-i n θ) / n!` for mean photon number `N`
and phase `θ`. -/
def coherenceFactor (N θ : ℝ) : ℂ :=
  (Real.exp (-N) : ℂ) *
    ∑' n : ℕ, (N : ℂ) ^ n * Complex.exp (-((n * θ : ℝ) : ℂ) * Complex.I) / (n.factorial : ℂ)

/-- The series over photon numbers converges to `exp(N exp(-iθ))`. -/
theorem hasSum_photon_series (N θ : ℝ) :
    HasSum (fun n : ℕ => (N : ℂ) ^ n * Complex.exp (-((n * θ : ℝ) : ℂ) * Complex.I) /
      (n.factorial : ℂ)) (Complex.exp (N * Complex.exp (-(θ : ℂ) * Complex.I))) := by
  have h : ∀ z : ℂ, HasSum (fun n : ℕ => z ^ n / (n.factorial : ℂ)) (Complex.exp z) := by
    intro z
    rw [Complex.exp_eq_exp_ℂ]
    exact NormedSpace.expSeries_div_hasSum_exp z
  convert h (N * Complex.exp (-(θ : ℂ) * Complex.I)) using 1
  funext n
  rw [mul_pow, ← Complex.exp_nat_mul]
  congr 3
  push_cast
  ring

/-- The coherence factor has the closed form `exp(N (exp(-iθ) - 1))`. -/
theorem coherenceFactor_eq (N θ : ℝ) :
    coherenceFactor N θ = Complex.exp (N * (Complex.exp (-(θ : ℂ) * Complex.I) - 1)) := by
  rw [coherenceFactor, (hasSum_photon_series N θ).tsum_eq, Complex.ofReal_exp,
    ← Complex.exp_add]
  congr 1
  push_cast
  ring

/-- The modulus of the Kerr coherence factor is `exp(-N (1 - cos θ))`. -/
theorem norm_coherenceFactor (N θ : ℝ) :
    ‖coherenceFactor N θ‖ = Real.exp (-(N * (1 - Real.cos θ))) := by
  rw [coherenceFactor_eq, Complex.norm_exp]
  congr 1
  have h : (Complex.exp (-(θ : ℂ) * Complex.I)).re = Real.cos θ := by
    simp [Complex.exp_re]
  rw [Complex.re_ofReal_mul, Complex.sub_re, h, Complex.one_re]
  ring

/-- For phases between `-π` and `π` the modulus of the coherence factor lies between two
Gaussians in the phase, with exponents proportional to the mean photon number. -/
theorem gaussian_collapse {N θ : ℝ} (hN : 0 ≤ N) (hθ : |θ| ≤ Real.pi) :
    Real.exp (-(N * (θ ^ 2 / 2))) ≤ ‖coherenceFactor N θ‖ ∧
      ‖coherenceFactor N θ‖ ≤ Real.exp (-(N * (2 / Real.pi ^ 2 * θ ^ 2))) := by
  rw [norm_coherenceFactor]
  have h1 := Real.one_sub_sq_div_two_le_cos (x := θ)
  have h2 := Real.cos_quadratic_upper_bound hθ
  constructor
  · exact Real.exp_le_exp.mpr (neg_le_neg (mul_le_mul_of_nonneg_left (by linarith) hN))
  · exact Real.exp_le_exp.mpr (neg_le_neg (mul_le_mul_of_nonneg_left (by linarith) hN))

end

end KerrRevival
```

The compiler's answer:

```
Main.lean:56:13: error(lean.unknownIdentifier): Unknown constant `Real.cos_quadratic_upper_bound`
Main.lean:53:77: error: unsolved goals
N θ : ℝ
hN : 0 ≤ N
hθ : |θ| ≤ Real.pi
h1 : 1 - θ ^ 2 / 2 ≤ Real.cos θ
⊢ Real.exp (-(N * (θ ^ 2 / 2))) ≤ Real.exp (-(N * (1 - Real.cos θ))) ∧
    Real.exp (-(N * (1 - Real.cos θ))) ≤ Real.exp (-(N * (2 / Real.pi ^ 2 * θ ^ 2)))
```

Fix (accepted with no message):

```diff
@@ -54,5 +54,20 @@
   rw [norm_coherenceFactor]
   have h1 := Real.one_sub_sq_div_two_le_cos (x := θ)
-  have h2 := Real.cos_quadratic_upper_bound hθ
+  -- the sine lies above its chord on the first quarter period
+  have h2 : Real.cos θ ≤ 1 - 2 / Real.pi ^ 2 * θ ^ 2 := by
+    have hpi := Real.pi_pos
+    have hs : 2 / Real.pi * (|θ| / 2) ≤ Real.sin (|θ| / 2) :=
+      Real.mul_le_sin (by positivity) (by linarith)
+    have h0 : 0 ≤ 2 / Real.pi * (|θ| / 2) := by positivity
+    have hsq := pow_le_pow_left₀ h0 hs 2
+    have hc : Real.cos θ = 1 - 2 * Real.sin (|θ| / 2) ^ 2 := by
+      have hd := Real.cos_two_mul (|θ| / 2)
+      rw [show 2 * (|θ| / 2) = |θ| by ring, Real.cos_abs] at hd
+      linarith [Real.sin_sq_add_cos_sq (|θ| / 2)]
+    have he : 2 * (2 / Real.pi * (|θ| / 2)) ^ 2 = 2 / Real.pi ^ 2 * θ ^ 2 := by
+      rw [mul_pow, div_pow, div_pow, sq_abs]
+      ring
+    rw [hc, ← he]
+    linarith
   constructor
   · exact Real.exp_le_exp.mpr (neg_le_neg (mul_le_mul_of_nonneg_left (by linarith) hN))
```

What went wrong. The first message says that Lean knows no constant called `Real.cos_quadratic_upper_bound`, so `h2`, the upper bound on the cosine, could not be obtained. The second message follows from the first. It shows the goal as it stood when the proof stopped, with `h1` in the context, `h2` missing and the conjunction not yet split.

The repair states the missing bound, cos θ ≤ 1 − 2θ²/π², and proves it on the spot. `Real.mul_le_sin` gives sin(|θ|/2) ≥ (2/π)(|θ|/2), which applies because |θ|/2 lies between 0 and π/2. Both sides are nonnegative, so the inequality can be squared, and the identity cos θ = 1 − 2 sin²(|θ|/2) turns it into the bound; `he` puts the quadratic term in the required form. With `h2` in place, the two closing lines work unchanged: the first uses `h1` for the lower Gaussian, the second `h2` for the upper.
